# Crossed infinite wires with pairwise −C/r⁶ attraction have energy −πC/(2D⁴ sin t)

## Two chains passing at a distance

Two long, thin, insulating molecules pass each other without touching. Dispersion forces attract them, and the strength of the attraction depends on the angle at which they cross. Near-parallel chains keep long stretches close together, while perpendicular chains are close only around one point.

Take each chain as an infinitely long straight wire of zero thickness. The closest distance is D > 0 and the crossing angle is t, which is not a time here. Line elements dx and dy at separation r contribute the energy −C dx dy / r⁶. The constant C > 0 stands for the London attraction between elements, per unit length of each wire. It is therefore a C₆ coefficient multiplied by two line densities, with the dimension energy × length⁴.

## The energy and its angular dependence

For 0 < t < π the total energy is

E(t) = −πC / (2D⁴ sin t).

At fixed D the attraction is strictly weakest at t = π/2, and E(t) → −∞ as t → 0⁺ or t → π⁻. The divergence reflects the infinite length: parallel wires have a finite energy per unit length, hence an infinite total.

## Derivation by completing the square

Let x and y be arc lengths measured from the points of closest approach. Points on the wires are

a(x) = (x, 0, 0), b(y) = (y cos t, y sin t, D).

Their squared distance is

r² = (x − y cos t)² + y² sin² t + D² = D² + x² + y² − 2xy cos t.

The first form shows r ≥ D, with equality at x = y = 0. The energy is E(t) = −C I(t), where

I(t) = ∫∫ dx dy / (D² + x² + y² − 2xy cos t)³.

Completing the square in y gives

x² + y² − 2xy cos t = (y − x cos t)² + x² sin² t.

At fixed x, substitute v = y − x cos t, so dv = dy. Then put u = x sin t, so dx = du / sin t:

I(t) = (1 / sin t) ∫∫ du dv / (D² + u² + v²)³.

The remaining integral is isotropic. In polar coordinates, with ρ the radius in the (u, v) plane, it equals

2π ∫₀^∞ ρ dρ / (D² + ρ²)³ = 2π [−1 / (4(D² + ρ²)²)]₀^∞ = π / (2D⁴).

Hence I(t) = π / (2D⁴ sin t), which gives E(t). On (0, π) we have 0 < sin t ≤ 1, with equality only at π/2, so every other angle has lower energy. As sin t → 0⁺, the energy tends to −∞.

## Wires, energy and angles in Lean

`wireA x` and `wireB D t y` are the points a(x) and b(y) in `EuclideanSpace ℝ (Fin 3)`. `wireEnergy C D t` is the integral of `-C / dist ... ^ 6` over all pairs of arc lengths, so the quadratic form in the integrand is derived from the geometry, in `dist_sq`.

The theorem `closest_distance` says that `D` is the least element of the set of distances: it is attained, and no pair of points is closer. This holds for `D ≥ 0` and every real `t`. The evaluation `crossed_integral` needs `D > 0` and `t ∈ Set.Ioo 0 π`, the open interval of crossing angles. `wireEnergy_eq` turns it into the energy for any real `C`.

With `C > 0`, `perpendicular_weakest` states the strict inequality between energies; weakest attraction means highest energy. `parallel_divergence` gives the two one-sided limits: `𝓝[>] 0` approaches 0 from above, `𝓝[<] π` approaches π from below, and `atBot` means −∞.

The model replaces the atoms of each chain by a continuous line and uses one constant C for all pairs of elements. In real molecules, anisotropic polarisability can make C depend on orientation, and in conducting wires the charge fluctuations are collective. Pairwise dispersion corrections to density-functional calculations sum over discrete atoms and usually damp the r⁻⁶ term at short range. For two straight uniform chains with fixed coefficients, the formula approximates the undamped r⁻⁶ part of such a sum, restricted to pairs with one atom in each chain, when D is large compared with the atomic spacing and the chain thickness, and the chains extend much further than D / sin t on both sides of the crossing.

```lean
import Mathlib

open MeasureTheory Filter Topology
open scoped Real

namespace CrossedWires

noncomputable section

/-- The point at arc length `x` on the first wire, which runs along the first axis. -/
def wireA (x : ℝ) : EuclideanSpace ℝ (Fin 3) := !₂[x, 0, 0]

/-- The point at arc length `y` on the second wire, which lies at height `D` and is
turned by the angle `t` against the first. -/
def wireB (D t y : ℝ) : EuclideanSpace ℝ (Fin 3) :=
  !₂[y * Real.cos t, y * Real.sin t, D]

/-- Total energy of two infinite wires whose line elements attract pairwise with energy
`-C / r ^ 6`, for wires at distance `D > 0` crossing at an angle `0 < t < π`. -/
def wireEnergy (C D t : ℝ) : ℝ :=
  ∫ p : ℝ × ℝ, -C / dist (wireA p.1) (wireB D t p.2) ^ 6

/-- The squared distance between a point of one wire and a point of the other follows
the law of cosines, with the height `D` added in quadrature. -/
theorem dist_sq (D t x y : ℝ) :
    dist (wireA x) (wireB D t y) ^ 2
      = D ^ 2 + x ^ 2 + y ^ 2 - 2 * x * y * Real.cos t := by
  rw [EuclideanSpace.dist_eq, Real.sq_sqrt (by positivity)]
  simp only [Fin.sum_univ_three, Real.dist_eq, sq_abs]
  change (x - y * Real.cos t) ^ 2 + (0 - y * Real.sin t) ^ 2 + (0 - D) ^ 2 = _
  linear_combination y ^ 2 * Real.sin_sq_add_cos_sq t

/-- For `D ≥ 0`, the closest distance between the two wires is `D`. -/
theorem closest_distance {D : ℝ} (hD : 0 ≤ D) (t : ℝ) :
    IsLeast (Set.range fun p : ℝ × ℝ => dist (wireA p.1) (wireB D t p.2)) D := by
  constructor
  · refine ⟨(0, 0), (sq_eq_sq₀ dist_nonneg hD).1 ?_⟩
    rw [dist_sq]
    ring
  · rintro _ ⟨⟨x, y⟩, rfl⟩
    change D ≤ dist (wireA x) (wireB D t y)
    have h := dist_sq D t x y
    have h0 : 0 ≤ dist (wireA x) (wireB D t y) := dist_nonneg
    have h1 : D ^ 2 ≤ dist (wireA x) (wireB D t y) ^ 2 := by
      have e : dist (wireA x) (wireB D t y) ^ 2
          = D ^ 2 + (x - y * Real.cos t) ^ 2 + (y * Real.sin t) ^ 2 := by
        linear_combination h - y ^ 2 * Real.sin_sq_add_cos_sq t
      rw [e]
      linarith [sq_nonneg (x - y * Real.cos t), sq_nonneg (y * Real.sin t)]
    by_contra hlt
    have hlt' := lt_of_not_ge hlt
    nlinarith

/-- The radial integral of `r / (D² + r²)³` over `r > 0` equals `1 / (4 D⁴)` for `D > 0`. -/
theorem radial_integral {D : ℝ} (hD : 0 < D) :
    ∫ r in Set.Ioi (0 : ℝ), r / (D ^ 2 + r ^ 2) ^ 3 = 1 / (4 * D ^ 4) := by
  have hderiv : ∀ r ∈ Set.Ici (0 : ℝ),
      HasDerivAt (fun r : ℝ => (-1 / 4 : ℝ) / (D ^ 2 + r ^ 2) ^ 2)
        (r / (D ^ 2 + r ^ 2) ^ 3) r := by
    intro r _
    have h1 : HasDerivAt (fun r : ℝ => D ^ 2 + r ^ 2) (2 * r) r :=
      ((hasDerivAt_pow 2 r).const_add (D ^ 2)).congr_deriv (by norm_num)
    have hne : (D ^ 2 + r ^ 2) ^ 2 ≠ 0 := by positivity
    refine ((hasDerivAt_const r (-1 / 4 : ℝ)).fun_div (h1.fun_pow 2) hne).congr_deriv ?_
    change (0 * (D ^ 2 + r ^ 2) ^ 2 - (-1 / 4) * (((2 : ℕ) : ℝ) * (D ^ 2 + r ^ 2) ^ 1
      * (2 * r))) / ((D ^ 2 + r ^ 2) ^ 2) ^ 2 = _
    rw [div_eq_div_iff (by positivity) (by positivity)]
    push_cast
    ring
  have hlim : Tendsto (fun r : ℝ => (-1 / 4 : ℝ) / (D ^ 2 + r ^ 2) ^ 2) atTop (𝓝 0) :=
    Tendsto.const_div_atTop ((tendsto_pow_atTop two_ne_zero).comp
      (tendsto_atTop_add_const_left _ _ (tendsto_pow_atTop two_ne_zero))) _
  rw [integral_Ioi_of_hasDerivAt_of_nonneg' hderiv
    (fun r hr => div_nonneg (le_of_lt hr) (by positivity)) hlim]
  ring

/-- The integral of `(D² + x² + y²)⁻³` over the plane equals `π / (2 D⁴)` for `D > 0`. -/
theorem planar_integral {D : ℝ} (hD : 0 < D) :
    ∫ p : ℝ × ℝ, 1 / (D ^ 2 + p.1 ^ 2 + p.2 ^ 2) ^ 3 = π / (2 * D ^ 4) := by
  have hangle : ∫ _ in Set.Ioo (-π) π, (1 : ℝ) = 2 * π := by
    rw [← integral_Ioc_eq_integral_Ioo,
      ← intervalIntegral.integral_of_le (by linarith [Real.pi_pos]),
      intervalIntegral.integral_const]
    simp only [smul_eq_mul]
    ring
  -- polar coordinates separate the radius from the angle
  calc ∫ p : ℝ × ℝ, 1 / (D ^ 2 + p.1 ^ 2 + p.2 ^ 2) ^ 3
      = ∫ p in polarCoord.target, p.1 • (1 / (D ^ 2 + (polarCoord.symm p).1 ^ 2
          + (polarCoord.symm p).2 ^ 2) ^ 3) :=
        (integral_comp_polarCoord_symm
          (fun p : ℝ × ℝ => 1 / (D ^ 2 + p.1 ^ 2 + p.2 ^ 2) ^ 3)).symm
    _ = ∫ p in Set.Ioi (0 : ℝ) ×ˢ Set.Ioo (-π) π, p.1 / (D ^ 2 + p.1 ^ 2) ^ 3 * 1 := by
        rw [show polarCoord.target = Set.Ioi (0 : ℝ) ×ˢ Set.Ioo (-π) π from rfl]
        refine integral_congr_ae (Eventually.of_forall fun p => ?_)
        simp only [polarCoord_symm_apply, smul_eq_mul]
        have e : D ^ 2 + (p.1 * Real.cos p.2) ^ 2 + (p.1 * Real.sin p.2) ^ 2
            = D ^ 2 + p.1 ^ 2 := by
          linear_combination p.1 ^ 2 * Real.sin_sq_add_cos_sq p.2
        rw [e]
        ring
    _ = (∫ r in Set.Ioi (0 : ℝ), r / (D ^ 2 + r ^ 2) ^ 3)
          * ∫ _ in Set.Ioo (-π) π, (1 : ℝ) := by
        rw [Measure.volume_eq_prod]
        exact setIntegral_prod_mul (fun r : ℝ => r / (D ^ 2 + r ^ 2) ^ 3)
          (fun _ : ℝ => (1 : ℝ)) _ _
    _ = π / (2 * D ^ 4) := by
        rw [radial_integral hD, hangle]
        ring

/-- For `D > 0` and `0 < t < π`, the integral of `(D² + x² + y² - 2xy cos t)⁻³` over the
plane equals `π / (2 D⁴ sin t)`. -/
theorem crossed_integral {D t : ℝ} (hD : 0 < D) (ht : t ∈ Set.Ioo 0 π) :
    ∫ p : ℝ × ℝ, 1 / (D ^ 2 + p.1 ^ 2 + p.2 ^ 2 - 2 * p.1 * p.2 * Real.cos t) ^ 3
      = π / (2 * D ^ 4 * Real.sin t) := by
  have hs : 0 < Real.sin t := Real.sin_pos_of_pos_of_lt_pi ht.1 ht.2
  -- a non-zero integral certifies integrability
  have hiso : Integrable (fun p : ℝ × ℝ => 1 / (D ^ 2 + p.1 ^ 2 + p.2 ^ 2) ^ 3) := by
    by_contra h
    have h1 := planar_integral hD
    rw [integral_undef h] at h1
    have h2 : 0 < π / (2 * D ^ 4) := by positivity
    linarith
  -- the skew kernel is dominated by a multiple of the isotropic one
  have hint : Integrable (fun p : ℝ × ℝ =>
      1 / (D ^ 2 + p.1 ^ 2 + p.2 ^ 2 - 2 * p.1 * p.2 * Real.cos t) ^ 3) := by
    obtain ⟨k, hk⟩ : ∃ k, k = (1 - Real.cos t ^ 2) / 2 := ⟨_, rfl⟩
    have hk0 : 0 < k := by
      have := Real.sin_sq_add_cos_sq t
      have := pow_pos hs 2
      linarith
    refine (hiso.const_mul (1 / k ^ 3)).mono'
      (Measurable.aestronglyMeasurable (by fun_prop)) (Eventually.of_forall fun p => ?_)
    have hS : 0 < k * (D ^ 2 + p.1 ^ 2 + p.2 ^ 2) := by positivity
    have hle : k * (D ^ 2 + p.1 ^ 2 + p.2 ^ 2)
        ≤ D ^ 2 + p.1 ^ 2 + p.2 ^ 2 - 2 * p.1 * p.2 * Real.cos t := by
      rw [hk]
      nlinarith [sq_nonneg (p.1 - Real.cos t * p.2), sq_nonneg (p.2 - Real.cos t * p.1),
        sq_nonneg (Real.cos t * D), sq_nonneg D]
    rw [Real.norm_of_nonneg (one_div_pos.2 (pow_pos (hS.trans_le hle) 3)).le]
    calc _ ≤ 1 / (k * (D ^ 2 + p.1 ^ 2 + p.2 ^ 2)) ^ 3 :=
          one_div_le_one_div_of_le (pow_pos hS 3) (pow_le_pow_left₀ hS.le hle 3)
      _ = _ := by rw [mul_pow, one_div_mul_one_div]
  have hiter : ∫ u : ℝ, ∫ y : ℝ, 1 / (D ^ 2 + u ^ 2 + y ^ 2) ^ 3 = π / (2 * D ^ 4) := by
    rw [← planar_integral hD]
    exact (integral_prod _ hiso).symm
  calc _ = ∫ x : ℝ, ∫ y : ℝ,
          1 / (D ^ 2 + x ^ 2 + y ^ 2 - 2 * x * y * Real.cos t) ^ 3 := by
        rw [Measure.volume_eq_prod]
        exact integral_prod _ hint
    _ = ∫ x : ℝ, ∫ y : ℝ, 1 / (D ^ 2 + (Real.sin t * x) ^ 2 + y ^ 2) ^ 3 := by
        -- complete the square in y and translate
        refine integral_congr_ae (Eventually.of_forall fun x => ?_)
        refine Eq.trans ?_ (integral_sub_right_eq_self (μ := volume)
          (fun y : ℝ => 1 / (D ^ 2 + (Real.sin t * x) ^ 2 + y ^ 2) ^ 3) (x * Real.cos t))
        refine integral_congr_ae (Eventually.of_forall fun y => ?_)
        have e : D ^ 2 + x ^ 2 + y ^ 2 - 2 * x * y * Real.cos t
            = D ^ 2 + (Real.sin t * x) ^ 2 + (y - x * Real.cos t) ^ 2 := by
          linear_combination (-x ^ 2) * Real.sin_sq_add_cos_sq t
        beta_reduce
        rw [e]
    _ = |(Real.sin t)⁻¹| • ∫ u : ℝ, ∫ y : ℝ, 1 / (D ^ 2 + u ^ 2 + y ^ 2) ^ 3 :=
        Measure.integral_comp_mul_left
          (fun u : ℝ => ∫ y : ℝ, 1 / (D ^ 2 + u ^ 2 + y ^ 2) ^ 3) (Real.sin t)
    _ = _ := by
        rw [hiter, abs_of_pos (inv_pos.2 hs), smul_eq_mul]
        ring

/-- Two wires at closest distance `D > 0` crossing at an angle `0 < t < π` have the
pairwise energy `-π C / (2 D⁴ sin t)`. -/
theorem wireEnergy_eq (C : ℝ) {D t : ℝ} (hD : 0 < D) (ht : t ∈ Set.Ioo 0 π) :
    wireEnergy C D t = -(π * C / (2 * D ^ 4 * Real.sin t)) := by
  have h : ∀ p : ℝ × ℝ, -C / dist (wireA p.1) (wireB D t p.2) ^ 6
      = -C * (1 / (D ^ 2 + p.1 ^ 2 + p.2 ^ 2 - 2 * p.1 * p.2 * Real.cos t) ^ 3) := by
    intro p
    rw [← dist_sq D t p.1 p.2, ← pow_mul]
    ring
  simp only [wireEnergy, h]
  rw [integral_const_mul, crossed_integral hD ht]
  ring

/-- For `C > 0` and fixed `D > 0`, every crossing angle in `(0, π)` other than `π / 2`
gives a strictly lower energy than perpendicular wires. -/
theorem perpendicular_weakest {C D t : ℝ} (hC : 0 < C) (hD : 0 < D)
    (ht : t ∈ Set.Ioo 0 π) (hne : t ≠ π / 2) :
    wireEnergy C D t < wireEnergy C D (π / 2) := by
  have hpi := Real.pi_pos
  have hs : 0 < Real.sin t := Real.sin_pos_of_pos_of_lt_pi ht.1 ht.2
  have hcos : Real.cos t ≠ 0 := fun h => hne <|
    Real.injOn_cos ⟨ht.1.le, ht.2.le⟩ ⟨by linarith, by linarith⟩
      (by rw [h, Real.cos_pi_div_two])
  have hlt : Real.sin t < 1 := by
    have h1 : 0 < Real.cos t ^ 2 := by positivity
    nlinarith [Real.sin_sq_add_cos_sq t]
  rw [wireEnergy_eq C hD ht, wireEnergy_eq C hD ⟨by linarith, by linarith⟩,
    Real.sin_pi_div_two]
  exact neg_lt_neg (div_lt_div_of_pos_left (by positivity) (by positivity)
    (mul_lt_mul_of_pos_left hlt (by positivity)))

/-- For `C > 0` and fixed `D > 0`, the energy tends to minus infinity as the crossing
angle tends to `0` from above or to `π` from below. -/
theorem parallel_divergence {C D : ℝ} (hC : 0 < C) (hD : 0 < D) :
    Tendsto (wireEnergy C D) (𝓝[>] 0) atBot ∧
      Tendsto (wireEnergy C D) (𝓝[<] π) atBot := by
  have key : ∀ l : Filter ℝ, Tendsto Real.sin l (𝓝 0) →
      (∀ᶠ t in l, t ∈ Set.Ioo 0 π) → Tendsto (wireEnergy C D) l atBot := by
    intro l hl hmem
    have hs : Tendsto Real.sin l (𝓝[>] 0) := tendsto_nhdsWithin_iff.2
      ⟨hl, hmem.mono fun t ht => Real.sin_pos_of_pos_of_lt_pi ht.1 ht.2⟩
    have hX := (tendsto_inv_nhdsGT_zero.comp hs).const_mul_atTop
      (show 0 < π * C / (2 * D ^ 4) by positivity)
    refine (tendsto_neg_atTop_atBot.comp hX).congr' ?_
    filter_upwards [hmem] with t ht
    rw [wireEnergy_eq C hD ht]
    simp only [Function.comp_apply]
    ring
  exact ⟨key _ ((Real.continuous_sin.tendsto' 0 0 Real.sin_zero).mono_left
      nhdsWithin_le_nhds) (Ioo_mem_nhdsGT Real.pi_pos),
    key _ ((Real.continuous_sin.tendsto' π 0 Real.sin_pi).mono_left
      nhdsWithin_le_nhds) (Ioo_mem_nhdsLT Real.pi_pos)⟩

end

end CrossedWires
```

```lean
#print axioms CrossedWires.closest_distance
#print axioms CrossedWires.wireEnergy_eq
#print axioms CrossedWires.perpendicular_weakest
#print axioms CrossedWires.parallel_divergence
```

```
'CrossedWires.closest_distance' depends on axioms: [propext, Classical.choice, Quot.sound]
'CrossedWires.wireEnergy_eq' depends on axioms: [propext, Classical.choice, Quot.sound]
'CrossedWires.perpendicular_weakest' depends on axioms: [propext, Classical.choice, Quot.sound]
'CrossedWires.parallel_divergence' depends on axioms: [propext, Classical.choice, Quot.sound]
```

## From the radial integral to the skew one

`radial_integral` differentiates −1/(4(D² + r²)²), checks that it vanishes at infinity, and applies the fundamental theorem of calculus on the half-line. `planar_integral` passes to polar coordinates and splits the integral into a radial factor and the angular factor 2π.

`crossed_integral` follows the derivation above, but it must establish integrability before writing the plane integral as an iterated one. With k = (sin² t)/2, the proof uses the bound

D² + x² + y² − 2xy cos t ≥ k(D² + x² + y²).

The difference of the two sides is a sum of squares:

½(x − y cos t)² + ½(y − x cos t)² + ½(1 + cos² t)D².

The skew integrand is therefore at most 1/k³ times the isotropic one. After `integral_prod` separates the variables, `integral_sub_right_eq_self` performs the shift in y, and `Measure.integral_comp_mul_left` supplies the factor 1/sin t.

For the strict comparison, injectivity of the cosine on [0, π] gives cos t ≠ 0 away from π/2, hence sin t < 1. For the limits, the auxiliary statement `key` treats both ends at once: it needs only that sin t → 0 while t stays in (0, π).

## Integrability read off from a non-zero value

The isotropic integrand also has to be integrable, and the proof obtains this without a separate estimate. Mathlib assigns the value 0 to the integral of a non-integrable function; this is the lemma `integral_undef`. Since `planar_integral` gives π/(2D⁴) > 0, the integrand must be integrable.

The argument is not circular. The polar change of variables and the product formula used in `planar_integral` require no integrability hypothesis, and the radial step obtains convergence from the non-negative integrand and the limit of its antiderivative. The device works only when the computed value is non-zero.
